# The least Thomas–Fermi energy of N electrons without mutual repulsion in a bare Coulomb field

In Hartree atomic units, let $Z>0$ be the nuclear charge and $r>0$ the distance from the nucleus. A spherical state is described by a local Fermi momentum $q(r)\ge 0$. With two spin states per orbital, its density is $q^3/(3\pi^2)$ and its kinetic energy density $q^5/(10\pi^2)$. Integration with weight $4\pi r^2$ gives the electron number $N[q]$, the kinetic energy $T[q]$ and, from the density divided by $r$, the moment $C[q]$. The energy is $E[q]=T[q]-Z\,C[q]$.

For $\nu>0$ put
$$\mu=\frac{Z^2}{2\nu^2},\qquad k(r)=\sqrt{2\max(Z/r-\mu,\,0)}.$$
Here $-\mu$ is the chemical potential, the energy up to which states are filled. The claim is that $k$ has $N=2\nu^3/3$ electrons and the least energy for that number,
$$E=-Z^2(3N/2)^{1/3}.$$

For non-interacting electrons that fill the hydrogenic shells from the lowest up, this is the leading term of the quantum mechanical energy at large $N$, a comparison quoted here as background and not derived.

## Three integrals in the variable y

Let $a=Z/\nu^2$, $y=ar-1$ and $s=1-y^2$. Inside the turning radius $2/a=Z/\mu$, where $-1<y<1$,
$$k^2=\frac{2Z}{r}-\frac{Z^2}{\nu^2}=\frac{\nu^2(2ar-a^2r^2)}{r^2}=\frac{\nu^2 s}{r^2}.$$
Insert $r=(1+y)/a$, $dr=dy/a$ and $s=(1-y)(1+y)$:
$$N=\frac{4\nu^3}{3\pi}\int_{-1}^{1}\frac{(1-y)s}{\sqrt s}\,dy,\qquad
T=\frac{2Z^2\nu}{5\pi}\int_{-1}^{1}\frac{(1-y)^3}{\sqrt s}\,dy,\qquad
C=\frac{4Z\nu}{3\pi}\int_{-1}^{1}\frac{(1-y)^2}{\sqrt s}\,dy.$$
With $y=\sin\theta$, $\int dy/\sqrt s=\pi$ and $\int y^2dy/\sqrt s=\pi/2$; odd powers integrate to zero. The three integrals are therefore $\pi/2$, $5\pi/2$ and $3\pi/2$, so
$$N=\tfrac23\nu^3,\qquad T=Z^2\nu,\qquad -ZC=-2Z^2\nu.$$
Hence $E=-Z^2\nu$, and $\nu=(3N/2)^{1/3}$.

## Minimality at fixed electron number

At a given $r$, let $v=Z/r-\mu$ and $g(q)=q^5/(10\pi^2)-v\,q^3/(3\pi^2)$. If $v\le0$, both terms are nonnegative and $q=0=k$ is a minimum. If $v>0$, then $v=k^2/2$ and
$$g(q)-g(k)=\frac{3q^5-5k^2q^3+2k^5}{30\pi^2}=\frac{(q-k)^2(3q^3+6kq^2+4k^2q+2k^3)}{30\pi^2}\ge0.$$
Integration with weight $4\pi r^2$ gives $E[k]+\mu N[k]\le E[q]+\mu N[q]$. At equal electron number the $\mu$ terms cancel. Finally, $N=Z$ gives $E=-(3/2)^{1/3}Z^{7/3}$.

## Fermi momentum fields in Lean

```lean
import Mathlib

open Real Set MeasureTheory

namespace BareCoulombThomasFermi

noncomputable section
```

The function `fermiMomentum` is $k$, with $\mu$ written out.

```lean
/-- The Thomas-Fermi momentum in the field of a nucleus `Z` with `μ = Z² / (2ν²)`, set to zero
where `Z/r < μ`; the domain is `r > 0`, `ν > 0`. -/
def fermiMomentum (Z ν r : ℝ) : ℝ := √(2 * max (Z / r - Z ^ 2 / (2 * ν ^ 2)) 0)
```

The next definitions are the two local densities and the spherical weight.

```lean
/-- The electron density belonging to a local Fermi momentum `q`. -/
def density (q : ℝ → ℝ) (r : ℝ) : ℝ := q r ^ 3 / (3 * π ^ 2)

/-- The kinetic energy density belonging to a local Fermi momentum `q`. -/
def kineticDensity (q : ℝ → ℝ) (r : ℝ) : ℝ := q r ^ 5 / (10 * π ^ 2)

/-- A spherical density weighted with the area of the sphere of radius `r`. -/
def radial (f : ℝ → ℝ) (r : ℝ) : ℝ := 4 * π * r ^ 2 * f r
```

All integrals run over `Ioi 0`, the half-line $r>0$. The functionals $N$, $T$, $C$ and $E$ become:

```lean
/-- The number of electrons. -/
def electronNumber (q : ℝ → ℝ) : ℝ := ∫ r in Ioi 0, radial (density q) r

/-- The kinetic energy. -/
def kineticEnergy (q : ℝ → ℝ) : ℝ := ∫ r in Ioi 0, radial (kineticDensity q) r

/-- The integral of the density over the distance to the nucleus, taken over `r > 0`. -/
def coulombMoment (q : ℝ → ℝ) : ℝ := ∫ r in Ioi 0, radial (fun r => density q r / r) r

/-- The Thomas-Fermi energy without electron repulsion: kinetic energy plus attraction. -/
def energy (Z : ℝ) (q : ℝ → ℝ) : ℝ := kineticEnergy q - Z * coulombMoment q
```

Competing fields must have all three integrals finite. This matters because Lean assigns the value 0 to the integral of a non-integrable function.

```lean
/-- A nonnegative Fermi momentum field with finite electron number, kinetic energy and
nuclear attraction. -/
structure Admissible (q : ℝ → ℝ) : Prop where
  nonneg : ∀ r, 0 < r → 0 ≤ q r
  number : IntegrableOn (radial (density q)) (Ioi 0)
  kinetic : IntegrableOn (radial (kineticDensity q)) (Ioi 0)
  coulomb : IntegrableOn (radial (fun r => density q r / r)) (Ioi 0)
```

## The primitive and the turning radius

The three integrals share one lemma. Its primitive is $A\arcsin y+(b+cy+dy^2)\sqrt s$; the second term vanishes at both ends, leaving $A\pi$. The hypothesis `hf` says that $f$ is the derivative of this primitive, multiplied through by $\sqrt s$. Since $f\ge0$ and the primitive is continuous up to the ends, $f$ is integrable even where it diverges at the nucleus.

```lean
/-- Integral of a nonnegative radial function that vanishes beyond `2/a` and is, inside, a
polynomial of `y = a r - 1` of the stated form over `√(1 - y²)`. -/
theorem turning_integral {a A b c d : ℝ} {f : ℝ → ℝ} (ha : 0 < a)
    (hf0 : ∀ r ∈ Ioo 0 (2 / a), 0 ≤ f r)
    (hf : ∀ r ∈ Ioo 0 (2 / a), f r * √(1 - (a * r - 1) ^ 2) =
      a * (A + (c + 2 * d * (a * r - 1)) * (1 - (a * r - 1) ^ 2)
        - (a * r - 1) * (b + c * (a * r - 1) + d * (a * r - 1) ^ 2)))
    (hout : ∀ r, 2 / a ≤ r → f r = 0) :
    IntegrableOn f (Ioi 0) ∧ ∫ r in Ioi 0, f r = A * π := by
  have hR : 0 < 2 / a := by positivity
  -- the primitive
  obtain ⟨F, hF⟩ : ∃ F : ℝ → ℝ, F = fun r => A * arcsin (a * r - 1) +
      (b + c * (a * r - 1) + d * (a * r - 1) ^ 2) * √(1 - (a * r - 1) ^ 2) := ⟨_, rfl⟩
  have hcont : ContinuousOn F (Icc 0 (2 / a)) := by
    rw [hF]
    have h1 : Continuous fun r : ℝ => arcsin (a * r - 1) :=
      continuous_arcsin.comp (by fun_prop)
    exact ((continuous_const.mul h1).add (by fun_prop)).continuousOn
  have hderiv : ∀ r ∈ Ioo 0 (2 / a), HasDerivAt F (f r) r := by
    intro r hr
    have hx : 0 < r * a := mul_pos hr.1 ha
    have hx2 : r * a < 2 := (lt_div_iff₀ ha).1 hr.2
    have hs : 0 < 1 - (a * r - 1) ^ 2 := by nlinarith [mul_pos hx (sub_pos.2 hx2)]
    have hW : √(1 - (a * r - 1) ^ 2) ≠ 0 := (Real.sqrt_pos.2 hs).ne'
    have hWi : √(1 - (a * r - 1) ^ 2) = (1 - (a * r - 1) ^ 2) / √(1 - (a * r - 1) ^ 2) := by
      rw [eq_div_iff hW]
      exact Real.mul_self_sqrt hs.le
    have h1 : HasDerivAt (fun r : ℝ => a * r - 1) a r := by
      simpa using ((hasDerivAt_id r).const_mul a).sub_const 1
    have h2 : HasDerivAt (fun r : ℝ => arcsin (a * r - 1))
        (1 / √(1 - (a * r - 1) ^ 2) * a) r :=
      (Real.hasDerivAt_arcsin (by nlinarith) (by nlinarith)).comp r h1
    have h3 : HasDerivAt (fun r : ℝ => 1 - (a * r - 1) ^ 2) (-(2 * (a * r - 1) * a)) r :=
      ((h1.fun_pow 2).const_sub 1).congr_deriv (by norm_num)
    have h4 : HasDerivAt (fun r : ℝ => b + c * (a * r - 1) + d * (a * r - 1) ^ 2)
        (c * a + d * (2 * (a * r - 1) * a)) r :=
      (((h1.const_mul c).const_add b).fun_add ((h1.fun_pow 2).const_mul d)).congr_deriv
        (by norm_num)
    rw [hF, eq_div_of_mul_eq hW (hf r hr)]
    refine ((h2.const_mul A).fun_add (h4.fun_mul (h3.sqrt hs.ne'))).congr_deriv ?_
    linear_combination a * (c + 2 * d * (a * r - 1)) * hWi
  have hint := intervalIntegral.integrableOn_deriv_of_nonneg hcont hderiv hf0
  have hval := intervalIntegral.integral_eq_sub_of_hasDerivAt_of_le hR.le hcont hderiv
    ((intervalIntegrable_iff_integrableOn_Ioc_of_le hR.le).2 hint)
  have hz : ∀ r ∈ Ioi 0 \ Ioc 0 (2 / a), f r = 0 := fun r hr =>
    hout r (le_of_lt (not_le.1 fun h => hr.2 ⟨hr.1, h⟩))
  refine ⟨hint.of_forall_sdiff_eq_zero measurableSet_Ioi hz, ?_⟩
  rw [MeasureTheory.setIntegral_eq_of_subset_of_forall_sdiff_eq_zero measurableSet_Ioi
    (fun r hr => hr.1) hz, ← intervalIntegral.integral_of_le hR.le, hval]
  have e1 : a * (2 / a) - 1 = 1 := by
    rw [mul_div_cancel₀ _ ha.ne']
    norm_num
  have e0 : a * 0 - 1 = -1 := by norm_num
  have hF1 : F (2 / a) = A * (π / 2) := by
    simp only [hF, e1, Real.arcsin_one]
    norm_num
  have hF0 : F 0 = -(A * (π / 2)) := by
    simp only [hF, e0, Real.arcsin_neg_one]
    norm_num
  rw [hF1, hF0]
  ring
```

The next theorem proves $k=\nu\sqrt s/r$ inside the turning radius and $k=0$ from there on.

```lean
variable {Z ν : ℝ}

/-- The Fermi momentum inside the turning radius `2ν²/Z`, written with `y = Z r/ν² - 1`, where
`y² < 1`; from the turning radius on it vanishes. -/
theorem fermiMomentum_turning (hZ : 0 < Z) (hν : 0 < ν) :
    (∀ r ∈ Ioo 0 (2 / (Z / ν ^ 2)),
      fermiMomentum Z ν r = ν * √(1 - (Z / ν ^ 2 * r - 1) ^ 2) / r ∧
      0 < 1 - (Z / ν ^ 2 * r - 1) ^ 2) ∧
    ∀ r, 2 / (Z / ν ^ 2) ≤ r → fermiMomentum Z ν r = 0 := by
  have ha : 0 < Z / ν ^ 2 := by positivity
  constructor
  · intro r hr
    have hr0 : 0 < r := hr.1
    have h2 : r * (Z / ν ^ 2) < 2 := (lt_div_iff₀ ha).1 hr.2
    have hs : 0 < 1 - (Z / ν ^ 2 * r - 1) ^ 2 := by
      nlinarith [mul_pos (mul_pos hr0 ha) (sub_pos.2 h2)]
    have he : 2 * (Z / r - Z ^ 2 / (2 * ν ^ 2)) =
        (ν * √(1 - (Z / ν ^ 2 * r - 1) ^ 2) / r) ^ 2 := by
      rw [div_pow, mul_pow, Real.sq_sqrt hs.le]
      field_simp
      ring
    have hp : 0 ≤ Z / r - Z ^ 2 / (2 * ν ^ 2) := by
      have h := sq_nonneg (ν * √(1 - (Z / ν ^ 2 * r - 1) ^ 2) / r)
      rw [← he] at h
      linarith
    refine ⟨?_, hs⟩
    rw [fermiMomentum, max_eq_left hp, he, Real.sqrt_sq (by positivity)]
  · intro r hr
    have hr0 : 0 < r := lt_of_lt_of_le (by positivity) hr
    have h : 2 ≤ r * (Z / ν ^ 2) := (div_le_iff₀ ha).1 hr
    rw [← mul_div_assoc, le_div_iff₀ (by positivity)] at h
    have hn : Z / r - Z ^ 2 / (2 * ν ^ 2) ≤ 0 := by
      rw [sub_nonpos, div_le_div_iff₀ hr0 (by positivity)]
      nlinarith [mul_le_mul_of_nonneg_left h hZ.le]
    simp [fermiMomentum, max_eq_right hn]
```

Each evaluation supplies its coefficients $A,b,c,d$. The proofs name the square root `w`, replace $w^2$ by $s$ and compare polynomials.

```lean
/-- The Thomas-Fermi density is integrable and holds `N = 2ν³/3` electrons. -/
theorem electronNumber_bare (hZ : 0 < Z) (hν : 0 < ν) :
    IntegrableOn (radial (density (fermiMomentum Z ν))) (Ioi 0) ∧
    electronNumber (fermiMomentum Z ν) = 2 * ν ^ 3 / 3 := by
  obtain ⟨hin, hout⟩ := fermiMomentum_turning hZ hν
  have H := turning_integral (a := Z / ν ^ 2) (A := 2 * ν ^ 3 / 3 / π)
    (b := 4 * ν ^ 3 / (9 * π)) (c := 2 * ν ^ 3 / (3 * π)) (d := -(4 * ν ^ 3 / (9 * π)))
    (f := radial (density (fermiMomentum Z ν))) (by positivity)
    (by
      intro r _
      have : 0 ≤ fermiMomentum Z ν r := Real.sqrt_nonneg _
      unfold radial density
      positivity)
    (by
      intro r hr
      have hr0 : 0 < r := hr.1
      obtain ⟨hk, hs⟩ := hin r hr
      have h := Real.sq_sqrt hs.le
      rw [radial, density, hk]
      generalize √(1 - (Z / ν ^ 2 * r - 1) ^ 2) = w at h ⊢
      calc _ = 4 * ν ^ 3 / (3 * π * r) * (w ^ 2) ^ 2 := by field_simp
        _ = _ := by
          rw [h]
          field_simp
          ring)
    (fun r hr => by simp [radial, density, hout r hr])
  exact ⟨H.1, H.2.trans (div_mul_cancel₀ _ Real.pi_ne_zero)⟩

/-- The kinetic energy density is integrable and the kinetic energy is `Z²ν`. -/
theorem kineticEnergy_bare (hZ : 0 < Z) (hν : 0 < ν) :
    IntegrableOn (radial (kineticDensity (fermiMomentum Z ν))) (Ioi 0) ∧
    kineticEnergy (fermiMomentum Z ν) = Z ^ 2 * ν := by
  obtain ⟨hin, hout⟩ := fermiMomentum_turning hZ hν
  have H := turning_integral (a := Z / ν ^ 2) (A := Z ^ 2 * ν / π)
    (b := 22 * Z ^ 2 * ν / (15 * π)) (c := -(3 * Z ^ 2 * ν / (5 * π)))
    (d := 2 * Z ^ 2 * ν / (15 * π))
    (f := radial (kineticDensity (fermiMomentum Z ν))) (by positivity)
    (by
      intro r _
      have : 0 ≤ fermiMomentum Z ν r := Real.sqrt_nonneg _
      unfold radial kineticDensity
      positivity)
    (by
      intro r hr
      have hr0 : 0 < r := hr.1
      obtain ⟨hk, hs⟩ := hin r hr
      have h := Real.sq_sqrt hs.le
      rw [radial, kineticDensity, hk]
      generalize √(1 - (Z / ν ^ 2 * r - 1) ^ 2) = w at h ⊢
      calc _ = 4 * ν ^ 5 / (10 * π * r ^ 3) * (w ^ 2) ^ 3 := by field_simp
        _ = _ := by
          rw [h]
          field_simp
          ring)
    (fun r hr => by simp [radial, kineticDensity, hout r hr])
  exact ⟨H.1, H.2.trans (div_mul_cancel₀ _ Real.pi_ne_zero)⟩

/-- The density over `r`, with the spherical weight, is integrable, and the attraction energy is
`-2Z²ν`. -/
theorem coulombMoment_bare (hZ : 0 < Z) (hν : 0 < ν) :
    IntegrableOn (radial (fun r => density (fermiMomentum Z ν) r / r)) (Ioi 0) ∧
    -Z * coulombMoment (fermiMomentum Z ν) = -2 * Z ^ 2 * ν := by
  obtain ⟨hin, hout⟩ := fermiMomentum_turning hZ hν
  have H := turning_integral (a := Z / ν ^ 2) (A := 2 * Z * ν / π)
    (b := 8 * Z * ν / (3 * π)) (c := -(2 * Z * ν / (3 * π))) (d := 0)
    (f := radial (fun r => density (fermiMomentum Z ν) r / r)) (by positivity)
    (by
      intro r hr
      have hr0 : 0 < r := hr.1
      have : 0 ≤ fermiMomentum Z ν r := Real.sqrt_nonneg _
      unfold radial density
      positivity)
    (by
      intro r hr
      have hr0 : 0 < r := hr.1
      obtain ⟨hk, hs⟩ := hin r hr
      have h := Real.sq_sqrt hs.le
      rw [radial, density, hk]
      generalize √(1 - (Z / ν ^ 2 * r - 1) ^ 2) = w at h ⊢
      calc _ = 4 * ν ^ 3 / (3 * π * r ^ 2) * (w ^ 2) ^ 2 := by field_simp
        _ = _ := by
          rw [h]
          field_simp
          ring)
    (fun r hr => by simp [radial, density, hout r hr])
  have hv : coulombMoment (fermiMomentum Z ν) = 2 * Z * ν :=
    H.2.trans (div_mul_cancel₀ _ Real.pi_ne_zero)
  refine ⟨H.1, ?_⟩
  rw [hv]
  ring
```

## From the local inequality to the ground energy

The case split on the sign of $v$ is the one made above, and `ring` confirms the factorization.

```lean
/-- Among all `q ≥ 0`, the Fermi momentum `√(2 max(v, 0))` minimizes the kinetic energy density
minus `v` times the electron density. Here `v` is the chemical potential minus the potential. -/
theorem local_minimum {q : ℝ} (hq : 0 ≤ q) (v : ℝ) :
    √(2 * max v 0) ^ 5 / (10 * π ^ 2) - v * (√(2 * max v 0) ^ 3 / (3 * π ^ 2)) ≤
      q ^ 5 / (10 * π ^ 2) - v * (q ^ 3 / (3 * π ^ 2)) := by
  rcases le_total v 0 with hv | hv
  · have h1 : 0 ≤ q ^ 5 / (10 * π ^ 2) := by positivity
    have h2 : 0 ≤ -v * (q ^ 3 / (3 * π ^ 2)) := mul_nonneg (by linarith) (by positivity)
    simp only [max_eq_right hv, mul_zero, Real.sqrt_zero]
    norm_num
    linarith
  · rw [max_eq_left hv]
    have hk := Real.sqrt_nonneg (2 * v)
    have hk2 := Real.sq_sqrt (show 0 ≤ 2 * v by linarith)
    generalize √(2 * v) = k at hk hk2 ⊢
    obtain rfl : v = k ^ 2 / 2 := by linarith
    -- the excess energy has a double zero at `q = k`
    have h : 0 ≤ (q - k) ^ 2 * (3 * q ^ 3 + 6 * k * q ^ 2 + 4 * k ^ 2 * q + 2 * k ^ 3) /
        (30 * π ^ 2) := by positivity
    rw [← sub_nonneg]
    convert h using 1
    field_simp
    ring
```

In the global statement, `key` combines the integrals into $E+\mu N$, and `setIntegral_mono_on` integrates the local inequality.

```lean
/-- The Thomas-Fermi momentum is admissible, and no admissible field with the same number of
electrons has a lower energy. -/
theorem fermiMomentum_minimizes (hZ : 0 < Z) (hν : 0 < ν) :
    Admissible (fermiMomentum Z ν) ∧ ∀ q, Admissible q →
      electronNumber q = electronNumber (fermiMomentum Z ν) →
      energy Z (fermiMomentum Z ν) ≤ energy Z q := by
  have hk : Admissible (fermiMomentum Z ν) :=
    ⟨fun _ _ => Real.sqrt_nonneg _, (electronNumber_bare hZ hν).1,
      (kineticEnergy_bare hZ hν).1, (coulombMoment_bare hZ hν).1⟩
  refine ⟨hk, fun q hq hN => ?_⟩
  -- energy plus `μ N` as a single integral
  have key : ∀ p, Admissible p →
      Integrable (fun r => radial (kineticDensity p) r
        - Z * radial (fun r => density p r / r) r
        + Z ^ 2 / (2 * ν ^ 2) * radial (density p) r) (volume.restrict (Ioi 0)) ∧
      ∫ r in Ioi 0, (radial (kineticDensity p) r - Z * radial (fun r => density p r / r) r
        + Z ^ 2 / (2 * ν ^ 2) * radial (density p) r) =
        energy Z p + Z ^ 2 / (2 * ν ^ 2) * electronNumber p := by
    intro p hp
    have hT : Integrable (fun r => radial (kineticDensity p) r)
      (volume.restrict (Ioi 0)) := hp.kinetic
    have hC : Integrable (fun r => Z * radial (fun r => density p r / r) r)
      (volume.restrict (Ioi 0)) := Integrable.const_mul hp.coulomb Z
    have hD : Integrable (fun r => Z ^ 2 / (2 * ν ^ 2) * radial (density p) r)
      (volume.restrict (Ioi 0)) := Integrable.const_mul hp.number _
    have hS : Integrable (fun r => radial (kineticDensity p) r
      - Z * radial (fun r => density p r / r) r) (volume.restrict (Ioi 0)) := hT.sub hC
    refine ⟨hS.add hD, ?_⟩
    rw [integral_add hS hD, integral_sub hT hC, integral_const_mul, integral_const_mul]
    rfl
  have hmono := setIntegral_mono_on (key _ hk).1 (key q hq).1 measurableSet_Ioi (by
    intro r hr
    have h := mul_le_mul_of_nonneg_left
      (local_minimum (hq.nonneg r hr) (Z / r - Z ^ 2 / (2 * ν ^ 2)))
      (show 0 ≤ 4 * π * r ^ 2 by positivity)
    simp only [radial, density, kineticDensity, fermiMomentum]
    convert h using 1 <;> ring)
  rw [(key _ hk).2, (key q hq).2, hN] at hmono
  linarith
```

Substituting the three values gives the energy as a function of $N$.

```lean
/-- The energy of the Thomas-Fermi solution is `E = -Z² (3N/2)^(1/3)`, with `N` its number of
electrons. -/
theorem energy_bare (hZ : 0 < Z) (hν : 0 < ν) :
    energy Z (fermiMomentum Z ν) =
      -Z ^ 2 * (3 * electronNumber (fermiMomentum Z ν) / 2) ^ (1 / 3 : ℝ) := by
  have h : (3 * (2 * ν ^ 3 / 3) / 2) ^ (1 / 3 : ℝ) = ν := by
    rw [show 3 * (2 * ν ^ 3 / 3) / 2 = ν ^ 3 by ring, ← Real.rpow_natCast,
      ← Real.rpow_mul hν.le]
    norm_num
  rw [energy, (kineticEnergy_bare hZ hν).2, (electronNumber_bare hZ hν).2, h]
  linear_combination (coulombMoment_bare hZ hν).2
```

For any real $N>0$, choosing $\nu=(3N/2)^{1/3}$ gives the main theorem. `IsLeast` says that some admissible field with $N$ electrons attains the value and no such field goes below it; uniqueness of the minimizer is not stated.

```lean
/-- Among spherical admissible fields, the least Thomas-Fermi energy, without electron repulsion, of
`N` electrons in the field of a nucleus `Z` is `-Z² (3N/2)^(1/3)`. -/
theorem ground_energy {N : ℝ} (hZ : 0 < Z) (hN : 0 < N) :
    IsLeast {E | ∃ q, Admissible q ∧ electronNumber q = N ∧ energy Z q = E}
      (-Z ^ 2 * (3 * N / 2) ^ (1 / 3 : ℝ)) := by
  obtain ⟨ν, hν, h3⟩ : ∃ ν : ℝ, 0 < ν ∧ ν ^ 3 = 3 * N / 2 := by
    refine ⟨(3 * N / 2) ^ (1 / 3 : ℝ), by positivity, ?_⟩
    rw [← Real.rpow_natCast, ← Real.rpow_mul (by positivity)]
    norm_num
  have hn : electronNumber (fermiMomentum Z ν) = N := by
    rw [(electronNumber_bare hZ hν).2, h3]
    ring
  have hE := energy_bare hZ hν
  rw [hn] at hE
  obtain ⟨hk, hmin⟩ := fermiMomentum_minimizes hZ hν
  refine ⟨⟨_, hk, hn, hE⟩, ?_⟩
  rintro E ⟨q, hq, hqN, rfl⟩
  rw [← hE]
  exact hmin q hq (hqN.trans hn.symm)
```

The case $N=Z$ has the $Z^{7/3}$ scaling of the usual neutral Thomas–Fermi atom, but not its coefficient, because electron repulsion is absent from `energy`.

```lean
/-- For as many electrons as nuclear charges, `N = Z`, the least Thomas-Fermi energy without
electron repulsion, among spherical admissible fields, is `-(3/2)^(1/3) Z^(7/3)`. -/
theorem ground_energy_neutral (hZ : 0 < Z) :
    IsLeast {E | ∃ q, Admissible q ∧ electronNumber q = Z ∧ energy Z q = E}
      (-(3 / 2 : ℝ) ^ (1 / 3 : ℝ) * Z ^ (7 / 3 : ℝ)) := by
  have h : Z ^ (7 / 3 : ℝ) = Z ^ 2 * Z ^ (1 / 3 : ℝ) := by
    rw [← Real.rpow_natCast, ← Real.rpow_add hZ]
    norm_num
  have h' : (3 * Z / 2) ^ (1 / 3 : ℝ) = (3 / 2 : ℝ) ^ (1 / 3 : ℝ) * Z ^ (1 / 3 : ℝ) := by
    rw [← Real.mul_rpow (by norm_num) hZ.le]
    congr 1
    ring
  have hg := ground_energy hZ hZ
  rw [h'] at hg
  rw [h]
  convert hg using 1
  ring

end

end BareCoulombThomasFermi
```

```lean
#print axioms BareCoulombThomasFermi.ground_energy_neutral
```

```
'BareCoulombThomasFermi.ground_energy_neutral' depends on axioms: [propext, Classical.choice, Quot.sound]
```
